# Central Differences Overestimate the Effective Mass at an Avoided Crossing of Two Linear Bands with Constant Coupling

Suppose an effective mass is read off band energies at three neighbouring grid points, and the middle point sits at a narrow avoided crossing. If the step is too wide, the outer points lie on the nearly straight flanks of the band and miss the rounded bottom between them. The three energies still give a smooth-looking parabola and a finite mass, but that mass is set largely by the grid spacing. It is too heavy, and halving the gap at the same spacing makes the relative error worse.

For two linear bands of opposite slope with a constant coupling, the error has a closed form, and so does the step that keeps it below a given tolerance.

## The band, its curvature and the three-point estimate

Let \(k\) be the wave number measured from the crossing, \(v>0\) the slope of the uncoupled bands and \(D>0\) the coupling between them. The Hamiltonian is

\[
H(k)=\begin{pmatrix} vk & D\\ D & -vk\end{pmatrix}.
\]

The coupling stands for whatever mixes the two states. If they belong to different irreducible representations along the line, symmetry forces \(D=0\) and the bands cross; if they share one, \(D\) may be nonzero. An energy \(x\) satisfies

\[
0=\det(H(k)-x)=(vk-x)(-vk-x)-D^2=x^2-v^2k^2-D^2,
\]

so \(x=\pm E(k)\) with \(E(k)=\sqrt{D^2+v^2k^2}\). The smallest gap is \(2D\), at \(k=0\).

Differentiating the upper band twice gives

\[
E'(k)=\frac{v^2k}{E(k)},\qquad
E''(k)=\frac{v^2E(k)-v^2k\,E'(k)}{E(k)^2}.
\]

At \(k=0\) we have \(E(0)=D\) and the second term of the numerator vanishes, so \(E''(0)=v^2/D\).

Now take a step \(h>0\) and write \(S=\sqrt{D^2+v^2h^2}\). Since \(E(h)=E(-h)=S\), the central second difference is

\[
\delta_h=\frac{E(h)-2E(0)+E(-h)}{h^2}=\frac{2(S-D)}{h^2}.
\]

Multiplying numerator and denominator by \(S+D\) and using \((S-D)(S+D)=v^2h^2\) gives

\[
\delta_h=\frac{2v^2}{D+S}.
\]

Because \(S>D\), the denominator exceeds \(2D\), and therefore \(\delta_h<v^2/D=E''(0)\).

## The mass error and the step it allows

With \(\hbar=1\) the effective mass is the inverse curvature. The true mass is \(m=D/v^2\), and the grid gives \(m_h=(D+S)/(2v^2)\), which is larger. Factoring \(D\) out of the root, \(S=D\sqrt{1+(vh/D)^2}\), yields

\[
\frac{m_h}{m}=\frac{D+S}{2D}=\frac{1+\sqrt{1+(vh/D)^2}}{2}.
\]

The error depends only on \(vh/D\), the energy change of an uncoupled band over one step in units of the coupling. For a tolerance \(\varepsilon\ge 0\), the condition \(m_h/m\le 1+\varepsilon\) means \(\sqrt{1+(vh/D)^2}\le 1+2\varepsilon\). Both sides are positive, so squaring gives the equivalent condition \((vh/D)^2\le 4\varepsilon+4\varepsilon^2\), that is

\[
vh\le 2D\sqrt{\varepsilon(1+\varepsilon)}.
\]

A one per cent error therefore permits \(vh\) up to about \(0.2\,D\), or a tenth of the gap.

Finally, hold \(v\) and \(h\) fixed and let \(D\to0^+\). Then \(S\to vh\), so \(\delta_h\to 2v^2/(vh)=2v/h\), while \(v^2/D\to\infty\). The estimate settles at a value fixed by the step, and the quantity it is meant to approximate diverges.

For effective masses taken from band-structure calculations, this gives a step criterion in the case of an isolated pair of bands that follows this one-dimensional model, with a grid point exactly at the crossing.

## Hamiltonian, band and masses in Lean

The Hamiltonian is a real two-by-two matrix. Its form fixes the conventions: the crossing is at \(k=0\), the mean energy is zero, the slopes are opposite and the coupling does not depend on \(k\).

```lean
import Mathlib

open Filter Topology

namespace AvoidedCrossingMass

noncomputable section

/-- Two-level Hamiltonian of an avoided crossing: two linear bands of slopes `v` and `-v`,
coupled by `D`. -/
def hamiltonian (v D k : ℝ) : Matrix (Fin 2) (Fin 2) ℝ :=
  !![v * k, D; D, -(v * k)]
```

The upper band is defined by its formula; a theorem below ties that formula to the matrix.

```lean
/-- The band `E(k) = √(D² + v²k²)`. -/
def upperBand (v D k : ℝ) : ℝ := √(D ^ 2 + v ^ 2 * k ^ 2)
```

The second difference takes an arbitrary function `E : ℝ → ℝ`, a centre `k` and a step `h`. Nothing about avoided crossings is built into it.

```lean
/-- Central second difference of a band `E` at `k` with step `h ≠ 0`. -/
def secondDiff (E : ℝ → ℝ) (k h : ℝ) : ℝ :=
  (E (k + h) - 2 * E k + E (k - h)) / h ^ 2
```

The two masses are likewise defined for any band. In `effectiveMass` the curvature is the actual second derivative, `deriv (deriv E) k`, so \(v^2/D\) has to be derived. In `gridMass` the second difference takes its place. Both definitions set \(\hbar=1\), and in the mass theorems positive `v` and `D` keep the curvature away from zero, so that the reciprocals have their usual meaning.

```lean
/-- Effective mass of a band at `k` in units with `ħ = 1`: the inverse of the second
derivative, where that is nonzero. -/
def effectiveMass (E : ℝ → ℝ) (k : ℝ) : ℝ := 1 / deriv (deriv E) k

/-- Effective mass read off a grid of step `h ≠ 0`: the inverse of the central second
difference, where that is nonzero. -/
def gridMass (E : ℝ → ℝ) (k h : ℝ) : ℝ := 1 / secondDiff E k h
```

## The energies of the two-level matrix

The first theorem says that a real number `x` solves the characteristic equation exactly when it is \(E(k)\) or \(-E(k)\). It holds for all real `v`, `D` and `k`, including a true crossing, where the two values coincide at \(k=0\).

```lean
variable {v D h : ℝ}

/-- The energies of the two-level Hamiltonian at `k` are exactly `E(k)` and `-E(k)`. -/
theorem energies_iff (v D k x : ℝ) :
    (hamiltonian v D k - x • (1 : Matrix (Fin 2) (Fin 2) ℝ)).det = 0 ↔
      x = upperBand v D k ∨ x = -upperBand v D k := by
  have hs : upperBand v D k ^ 2 = D ^ 2 + v ^ 2 * k ^ 2 := Real.sq_sqrt (by positivity)
  have hd : (hamiltonian v D k - x • (1 : Matrix (Fin 2) (Fin 2) ℝ)).det
      = x ^ 2 - upperBand v D k ^ 2 := by
    rw [hs, Matrix.det_fin_two]
    simp [hamiltonian]
    ring
  rw [hd, sub_eq_zero, sq_eq_sq_iff_eq_or_eq_neg]
```

In the proof, `hs` squares the root and `hd` evaluates the determinant as \(x^2-E(k)^2\). Setting this to zero leaves two equal squares, hence \(x=\pm E(k)\).

## Two derivatives at the crossing

The value \(E(0)=D\) uses the sign of `D`, since \(\sqrt{D^2}=|D|\).

```lean
/-- For `D > 0` the band energy at the avoided crossing is `D`. -/
theorem upperBand_zero (hD : 0 < D) : upperBand v D 0 = D := by
  unfold upperBand
  rw [show D ^ 2 + v ^ 2 * 0 ^ 2 = D ^ 2 by ring, Real.sqrt_sq hD.le]
```

`HasDerivAt` states both that the derivative exists at `k` and what it is. The hypothesis `0 < D` keeps the radicand positive everywhere, including \(k=0\), where the uncoupled band \(v|k|\) would have a kink.

```lean
/-- For `D > 0` the slope of the band at `k` is `v²k / E(k)`. -/
theorem hasDerivAt_upperBand (hD : 0 < D) (k : ℝ) :
    HasDerivAt (upperBand v D) (v ^ 2 * k / upperBand v D k) k := by
  have hpos : 0 < D ^ 2 + v ^ 2 * k ^ 2 := by positivity
  have h1 : HasDerivAt (fun q : ℝ => D ^ 2 + v ^ 2 * q ^ 2) (v ^ 2 * (2 * k)) k :=
    (((hasDerivAt_pow 2 k).const_mul (v ^ 2)).const_add (D ^ 2)).congr_deriv (by norm_num)
  have e : v ^ 2 * (2 * k) / (2 * √(D ^ 2 + v ^ 2 * k ^ 2))
      = v ^ 2 * k / upperBand v D k := by
    unfold upperBand
    rw [show v ^ 2 * (2 * k) = 2 * (v ^ 2 * k) by ring, mul_div_mul_left _ _ two_ne_zero]
  exact (h1.sqrt hpos.ne').congr_deriv e
```

Here `h1` differentiates the radicand, the chain rule for the square root supplies the denominator \(2E(k)\), and `e` cancels the factor of two.

The curvature theorem first replaces the derivative of the band by the slope function just found, which is legitimate because the slope is known at every `k`. The quotient rule then gives the second derivative at zero. As in the derivation by hand, the term containing \(k\,E'(k)\) vanishes, and \(v^2D/D^2\) reduces to \(v^2/D\).

```lean
/-- For `D > 0` the exact curvature of the band at the avoided crossing is `v²/D`. -/
theorem curvature_eq (hD : 0 < D) : deriv (deriv (upperBand v D)) 0 = v ^ 2 / D := by
  have h0 : upperBand v D 0 = D := upperBand_zero hD
  have hne : D ≠ 0 := hD.ne'
  have h1 : deriv (upperBand v D) = fun k => v ^ 2 * k / upperBand v D k :=
    funext fun k => (hasDerivAt_upperBand hD k).deriv
  have hn : HasDerivAt (fun k : ℝ => v ^ 2 * k) (v ^ 2) 0 :=
    ((hasDerivAt_id (0 : ℝ)).const_mul (v ^ 2)).congr_deriv (mul_one _)
  -- differentiate the slope once more by the quotient rule
  have h2 : HasDerivAt (fun k => v ^ 2 * k / upperBand v D k) (v ^ 2 / D) 0 := by
    refine (hn.fun_div (hasDerivAt_upperBand hD 0) (by rw [h0]; exact hne)).congr_deriv ?_
    rw [h0]
    simp only [mul_zero, zero_div, sub_zero]
    field_simp
  rw [h1, h2.deriv]
```

## The second difference in closed form

The next theorem is the formula \(\delta_h=2v^2/(D+S)\). It needs only `D` and `h` positive; the slope may have either sign or vanish.

```lean
/-- For `D, h > 0` the central second difference of the band at the avoided crossing is
`2v² / (D + √(D² + v²h²))`. -/
theorem secondDiff_eq (hD : 0 < D) (hh : 0 < h) :
    secondDiff (upperBand v D) 0 h = 2 * v ^ 2 / (D + √(D ^ 2 + v ^ 2 * h ^ 2)) := by
  have hp : upperBand v D (0 + h) = √(D ^ 2 + v ^ 2 * h ^ 2) := by simp [upperBand]
  have hm : upperBand v D (0 - h) = √(D ^ 2 + v ^ 2 * h ^ 2) := by simp [upperBand]
  have hs : √(D ^ 2 + v ^ 2 * h ^ 2) ^ 2 = D ^ 2 + v ^ 2 * h ^ 2 :=
    Real.sq_sqrt (by positivity)
  unfold secondDiff
  rw [hp, hm, upperBand_zero hD, div_eq_div_iff (by positivity) (by positivity)]
  -- rationalise the difference of the root and `D`
  linear_combination 2 * hs
```

The facts `hp` and `hm` evaluate the band at the two outer points. Clearing denominators turns the claim into \(2(S-D)(D+S)=2v^2h^2\), which is twice the identity \(S^2=D^2+v^2h^2\) stored in `hs`. The final `linear_combination` records exactly that.

The comparison with the true curvature is strict. This requires \(v\neq0\), because a flat band has both quantities equal to zero; the theorem takes `v` positive.

```lean
/-- For `v, D, h > 0` the central second difference at the avoided crossing lies strictly
below the exact curvature. -/
theorem secondDiff_lt_curvature (hv : 0 < v) (hD : 0 < D) (hh : 0 < h) :
    secondDiff (upperBand v D) 0 h < deriv (deriv (upperBand v D)) 0 := by
  have hvh : 0 < v ^ 2 * h ^ 2 := by positivity
  have hv2 : 0 < v ^ 2 := by positivity
  have hlt : D < √(D ^ 2 + v ^ 2 * h ^ 2) := (Real.lt_sqrt hD.le).2 (by linarith)
  rw [secondDiff_eq hD hh, curvature_eq hD, div_lt_div_iff₀ (by positivity) hD]
  nlinarith [mul_pos hv2 (sub_pos.2 hlt)]
```

The inequality \(D<S\) appears as `hlt`. After cross-multiplication the goal is \(2v^2D<v^2(D+S)\), and `nlinarith` obtains it from the positive product \(v^2(S-D)\).

## From curvatures to masses

Taking reciprocals of positive numbers reverses the inequality. The proof therefore checks that the second difference is positive and then applies the previous theorem.

```lean
/-- For `v, D, h > 0` the mass obtained from the central second difference is strictly larger than
the exact effective mass of the band at the avoided crossing. -/
theorem effectiveMass_lt_gridMass (hv : 0 < v) (hD : 0 < D) (hh : 0 < h) :
    effectiveMass (upperBand v D) 0 < gridMass (upperBand v D) 0 h := by
  have hpos : 0 < secondDiff (upperBand v D) 0 h := by
    rw [secondDiff_eq hD hh]
    positivity
  exact one_div_lt_one_div_of_lt hpos (secondDiff_lt_curvature hv hD hh)
```

The size of the overestimate comes next, as the ratio of the two masses.

```lean
/-- For `v, D, h > 0` the grid mass exceeds the true mass by the exact factor
`(1 + √(1 + (vh/D)²)) / 2`. -/
theorem gridMass_div_effectiveMass (hv : 0 < v) (hD : 0 < D) (hh : 0 < h) :
    gridMass (upperBand v D) 0 h / effectiveMass (upperBand v D) 0
      = (1 + √(1 + (v * h / D) ^ 2)) / 2 := by
  have e : v * h = v * h / D * D := (div_mul_cancel₀ _ hD.ne').symm
  -- measure the root in units of `D`
  have hs : √(D ^ 2 + v ^ 2 * h ^ 2) = D * √(1 + (v * h / D) ^ 2) := by
    rw [show D ^ 2 + v ^ 2 * h ^ 2 = D ^ 2 * (1 + (v * h / D) ^ 2) by
      linear_combination (v * h + v * h / D * D) * e,
      Real.sqrt_mul (by positivity), Real.sqrt_sq hD.le]
  unfold gridMass effectiveMass
  rw [secondDiff_eq hD hh, curvature_eq hD, hs, one_div_div, one_div_div,
    div_eq_iff (by positivity)]
  ring
```

The step `hs` is the factorisation \(S=D\sqrt{1+(vh/D)^2}\). Once both closed forms are inserted and the reciprocals inverted, what remains is algebra.

The step criterion is an equivalence: a step that meets the bound keeps the relative error within `ε`, and a step that violates it does not. At `ε = 0` the bound reads \(vh\le0\), which no positive step satisfies, in agreement with the strict inequality above.

```lean
/-- Step criterion: for `v, D, h > 0` and a tolerance `ε ≥ 0`, the grid mass exceeds the true
mass by at most the fraction `ε` exactly when `vh ≤ 2D√(ε(1 + ε))`. -/
theorem mass_error_le_iff (hv : 0 < v) (hD : 0 < D) (hh : 0 < h) {ε : ℝ} (hε : 0 ≤ ε) :
    gridMass (upperBand v D) 0 h / effectiveMass (upperBand v D) 0 ≤ 1 + ε ↔
      v * h ≤ 2 * D * √(ε * (1 + ε)) := by
  have hx : 0 < v * h / D / 2 := by positivity
  have e : v * h ≤ 2 * D * √(ε * (1 + ε)) ↔ v * h / D / 2 ≤ √(ε * (1 + ε)) := by
    rw [div_div, div_le_iff₀ (by positivity)]
    constructor <;> intro H <;> linarith
  rw [e, Real.le_sqrt' hx, gridMass_div_effectiveMass hv hD hh]
  constructor
  · intro H
    have h1 := (Real.sqrt_le_iff.1
      (show √(1 + (v * h / D) ^ 2) ≤ 1 + 2 * ε by linarith)).2
    nlinarith
  · intro H
    have h1 : √(1 + (v * h / D) ^ 2) ≤ 1 + 2 * ε :=
      Real.sqrt_le_iff.2 ⟨by linarith, by nlinarith⟩
    linarith
```

The proof first uses `e` to rewrite the bound as \(vh/(2D)\le\sqrt{\varepsilon(1+\varepsilon)}\), and `Real.le_sqrt'` squares it. The mass ratio is then replaced by its formula. The two directions of the equivalence pass between \(\sqrt{1+(vh/D)^2}\le1+2\varepsilon\) and its squared form; `Real.sqrt_le_iff` handles the root, including the requirement that the right-hand side be nonnegative.

## Closing the gap on a fixed grid

In the last theorem `𝓝[>] 0` means that `D` approaches zero through positive values, and `atTop` means that the curvature grows beyond every bound. The step `h` and slope `v` stay fixed throughout.

```lean
/-- Narrow-gap limit at fixed `v, h > 0`: as `D` decreases to zero the central second
difference tends to `2v/h`, while the exact curvature tends to infinity. -/
theorem narrow_gap_limit (hv : 0 < v) (hh : 0 < h) :
    Tendsto (fun D : ℝ => secondDiff (upperBand v D) 0 h) (𝓝[>] 0) (𝓝 (2 * v / h)) ∧
      Tendsto (fun D : ℝ => deriv (deriv (upperBand v D)) 0) (𝓝[>] 0) atTop := by
  constructor
  · -- the second difference is continuous in `D`, so evaluate it at the true crossing
    have hc : Continuous (fun D : ℝ => secondDiff (upperBand v D) 0 h) := by
      simp only [secondDiff, upperBand]
      fun_prop
    have h0 : secondDiff (upperBand v 0) 0 h = 2 * v / h := by
      have e1 : upperBand v 0 (0 + h) = v * h := by
        unfold upperBand
        rw [show (0 : ℝ) ^ 2 + v ^ 2 * (0 + h) ^ 2 = (v * h) ^ 2 by ring,
          Real.sqrt_sq (by positivity)]
      have e2 : upperBand v 0 (0 - h) = v * h := by
        unfold upperBand
        rw [show (0 : ℝ) ^ 2 + v ^ 2 * (0 - h) ^ 2 = (v * h) ^ 2 by ring,
          Real.sqrt_sq (by positivity)]
      have e3 : upperBand v 0 0 = 0 := by simp [upperBand]
      unfold secondDiff
      rw [e1, e2, e3, div_eq_div_iff (by positivity) (by positivity)]
      ring
    rw [← h0]
    exact (hc.tendsto 0).mono_left nhdsWithin_le_nhds
  · have ht : Tendsto (fun D : ℝ => v ^ 2 * D⁻¹) (𝓝[>] 0) atTop :=
      tendsto_inv_nhdsGT_zero.const_mul_atTop (by positivity)
    refine ht.congr' ?_
    filter_upwards [self_mem_nhdsWithin] with D hD
    rw [curvature_eq (Set.mem_Ioi.1 hD), div_eq_mul_inv]

end

end AvoidedCrossingMass
```

For the first limit, the proof does not use the closed form. At fixed `h` the second difference is a continuous function of `D`, even at \(D=0\), so its limit is its value there. The band at \(D=0\) takes the value \(vh\) at both outer points and zero in the middle, which gives \(2vh/h^2=2v/h\). For the second limit, \(v^2D^{-1}\) tends to infinity, and `curvature_eq` identifies it with the exact curvature for every positive `D`.

The theorems treat the energies as exact real numbers and place the middle grid point at the crossing itself. Slopes that are not exactly opposite add only a term linear in \(k\), which drops out of both the curvature and the central second difference; the error formula then holds with \(v\) replaced by half the absolute difference of the two slopes. A coupling that varies with \(k\), further bands and noise in the computed energies would in general change the formula. Noise matters especially for very small steps, because the second difference divides it by \(h^2\).

```lean
#print axioms AvoidedCrossingMass.energies_iff
#print axioms AvoidedCrossingMass.effectiveMass_lt_gridMass
#print axioms AvoidedCrossingMass.mass_error_le_iff
#print axioms AvoidedCrossingMass.narrow_gap_limit
```

```
'AvoidedCrossingMass.energies_iff' depends on axioms: [propext, Classical.choice, Quot.sound]
'AvoidedCrossingMass.effectiveMass_lt_gridMass' depends on axioms: [propext, Classical.choice, Quot.sound]
'AvoidedCrossingMass.mass_error_le_iff' depends on axioms: [propext, Classical.choice, Quot.sound]
'AvoidedCrossingMass.narrow_gap_limit' depends on axioms: [propext, Classical.choice, Quot.sound]
```
